# No one-dimensional representation of the D2 double group gives the full turn the value −1

The double group of D2 is the quaternion group of order eight, in which the rotation by a full turn, `a 2`, differs from the identity. The theorem takes the character of the two-element subgroup {1, `a 2`} that is 1 on the identity and −1 on the full turn, the sign a spin-1/2 state acquires. It states that this character is unchanged by conjugation in the whole group, yet is not the restriction of any homomorphism from the group to the nonzero complex numbers. For the second part, the attempt writes the full turn as a commutator, so that any such homomorphism `χ` must send it to 1, while an extension would have to send it to −1.

Lean 4 with Mathlib refuses this proof:

```lean
import Mathlib

namespace SpinSignNotExtendable

variable {G : Type*} [Group G] {N : Subgroup G} [hN : N.Normal]

/-- A one-dimensional representation `ψ` of the normal subgroup `N` is invariant if
conjugation by any element of `G` leaves its values unchanged. -/
def IsInvariant (ψ : N →* ℂˣ) : Prop :=
  ∀ (g : G) (x : N), ψ ⟨g * x * g⁻¹, hN.conj_mem x x.2 g⟩ = ψ x

/-- The one-dimensional representation `χ` of `G` extends `ψ` if it restricts to `ψ` on `N`. -/
def Extends {N : Subgroup G} (χ : G →* ℂˣ) (ψ : N →* ℂˣ) : Prop :=
  ∀ x : N, χ x = ψ x

/-- The subgroup of the quaternion group (the double group of D2) formed by the identity and
the rotation by a full turn, `a 2`. -/
def fullTurn : Subgroup (QuaternionGroup 2) where
  carrier := {x | x = 1 ∨ x = QuaternionGroup.a 2}
  one_mem' := Or.inl rfl
  mul_mem' := by
    have h : ∀ x y : QuaternionGroup 2, (x = 1 ∨ x = QuaternionGroup.a 2) →
        (y = 1 ∨ y = QuaternionGroup.a 2) → (x * y = 1 ∨ x * y = QuaternionGroup.a 2) := by
      decide
    exact fun {x y} hx hy => h x y hx hy
  inv_mem' := by
    have h : ∀ x : QuaternionGroup 2, (x = 1 ∨ x = QuaternionGroup.a 2) →
        (x⁻¹ = 1 ∨ x⁻¹ = QuaternionGroup.a 2) := by decide
    exact fun {x} hx => h x hx

/-- The subgroup generated by the full turn is normal in the quaternion group. -/
instance fullTurn_normal : fullTurn.Normal where
  conj_mem := by
    have h : ∀ x g : QuaternionGroup 2, (x = 1 ∨ x = QuaternionGroup.a 2) →
        (g * x * g⁻¹ = 1 ∨ g * x * g⁻¹ = QuaternionGroup.a 2) := by decide
    exact fun x hx g => h x g hx

/-- The sign character of the full turn: `1` on the identity and `-1` on `a 2`. -/
def spinSign : fullTurn →* ℂˣ where
  toFun x := if x.1 = 1 then 1 else -1
  map_one' := if_pos rfl
  map_mul' := by
    have h1 : (QuaternionGroup.a 2 : QuaternionGroup 2) ≠ 1 := by decide
    have h2 : (QuaternionGroup.a 2 * QuaternionGroup.a 2 : QuaternionGroup 2) = 1 := by decide
    rintro ⟨x, hx⟩ ⟨y, hy⟩
    change (if x * y = 1 then (1 : ℂˣ) else -1) =
      (if x = 1 then 1 else -1) * (if y = 1 then 1 else -1)
    rcases hx with rfl | rfl <;> rcases hy with rfl | rfl <;>
      simp only [h1, h2, one_mul, mul_one, if_true, if_false, neg_mul_neg]

/-- Invariance alone does not suffice for an extension: the sign character of the full turn
is invariant in the quaternion group, but no one-dimensional representation extends it. -/
theorem spinSign_not_extendable :
    IsInvariant spinSign ∧ ∀ χ : QuaternionGroup 2 →* ℂˣ, ¬ Extends χ spinSign := by
  constructor
  · intro g x
    change (if g * x.1 * g⁻¹ = 1 then (1 : ℂˣ) else -1) = if x.1 = 1 then 1 else -1
    have h : g * x.1 * g⁻¹ = 1 ↔ x.1 = 1 := by simp
    simp only [h]
  · intro χ hχ
    -- the full turn is a commutator, so `χ` equals one on it
    have h : (QuaternionGroup.a 2 : QuaternionGroup 2) = QuaternionGroup.a 1 *
        QuaternionGroup.xa 0 * (QuaternionGroup.a 1)⁻¹ * (QuaternionGroup.xa 0)⁻¹ := by decide
    have h1 : χ (QuaternionGroup.a 2) = 1 := by
      rw [h, map_mul, map_mul, map_mul, map_inv, map_inv, mul_inv_cancel_comm, mul_inv_cancel]
    have h2 : χ (QuaternionGroup.a 2) = -1 :=
      (hχ ⟨QuaternionGroup.a 2, Or.inr rfl⟩).trans (if_neg (by decide))
    have h3 : (1 : ℂ) = -1 := congrArg Units.val (h1.symm.trans h2)
    norm_num at h3

end SpinSignNotExtendable
```

Compiling this gives:

```
Main.lean:67:51: error: Application type mismatch: The argument
  if_neg ?m.233
has type
  (if ?m.231 then ?m.235 else ?m.236) = ?m.236
but is expected to have type
  spinSign ⟨QuaternionGroup.a 2, ⋯⟩ = -1
in the application
  Eq.trans (hχ ⟨QuaternionGroup.a 2, Or.inr rfl⟩) (if_neg ?m.233)
Main.lean:67:63: error: Expected type must not contain metavariables
  ¬?m.231
```

The error lies in the step that derives the value −1. There `hχ` turns `χ (a 2)` into `spinSign ⟨a 2, _⟩`, and `if_neg` is meant to evaluate the latter. But `if_neg` proves an equation whose left side is an `if`, here with its condition and both branches still unknown, while the expected left side is `spinSign` applied to an element. Lean did not match the two by unfolding `spinSign`, hence the type mismatch. The second message follows from this: the condition was never determined, so `decide` was asked to prove the negation of an unknown proposition, which it cannot do.

The repair proves the value separately as `hs`. Its `change` writes out the `if` with the condition `a 2 = 1` and the branches 1 and −1, which Lean accepts as equal by definition to the original goal. Now `if_neg` fits, and `decide` has a concrete claim to check, that `a 2` is not the identity. The other change puts `hs` in place of the failing term in `h2`.

The repair, with which the file compiles:

```diff
@@ -64,6 +64,9 @@
     have h1 : χ (QuaternionGroup.a 2) = 1 := by
       rw [h, map_mul, map_mul, map_mul, map_inv, map_inv, mul_inv_cancel_comm, mul_inv_cancel]
+    have hs : spinSign ⟨QuaternionGroup.a 2, Or.inr rfl⟩ = -1 := by
+      change (if (QuaternionGroup.a 2 : QuaternionGroup 2) = 1 then (1 : ℂˣ) else -1) = -1
+      exact if_neg (by decide)
     have h2 : χ (QuaternionGroup.a 2) = -1 :=
-      (hχ ⟨QuaternionGroup.a 2, Or.inr rfl⟩).trans (if_neg (by decide))
+      (hχ ⟨QuaternionGroup.a 2, Or.inr rfl⟩).trans hs
     have h3 : (1 : ℂ) = -1 := congrArg Units.val (h1.symm.trans h2)
     norm_num at h3
```
